# The massless tree-level Bhabha cross section grows as the inverse square of the inner cut angle

## Electrons close to the beam

Electron–positron colliders use Bhabha scattering, $e^+e^-\to e^+e^-$, at small angles to measure luminosity. Photon exchange makes the forward rate large, so the accepted cross section depends strongly on the innermost angle that the detector accepts. How strongly?

For unpolarised beams in the centre-of-mass frame, at energies where the electron mass is negligible, lowest-order QED gives

$$\frac{d\sigma}{d\Omega}=\frac{\alpha^2}{s}\,\frac14\left(\frac{3+\cos^2\theta}{1-\cos\theta}\right)^2 .$$

Here $\theta$ is the scattering angle, $\alpha$ the fine-structure constant and $s$ the squared total energy, with $\hbar=c=1$. From here on, cross sections are in units of $\alpha^2/s$.

## The cross section of a polar band

Integrating over the azimuth gives the cross section per unit polar angle, $r(\theta)=\frac14\left(\frac{3+\cos^2\theta}{1-\cos\theta}\right)^2 2\pi\sin\theta$. Let $\sigma(a,b)=\int_a^b r(\theta)\,d\theta$ and

$$F(x)=\frac{\pi}{2}\left(-\frac{16}{x}-16\ln x+12x-2x^2+\frac{x^3}{3}\right).$$

The results are:

- For $0<a\le b\le\pi$, $\sigma(a,b)=F(1-\cos b)-F(1-\cos a)$.
- For fixed $b\in(0,\pi]$, as $a\to0^+$, $a^2\sigma(a,b)\to16\pi$ and $a\,\partial_a\sigma/\sigma\to-2$.
- For fixed $\kappa>1$, $a^2\sigma(a,\kappa a)\to16\pi(1-1/\kappa^2)$.

In Lean, $d\sigma/d\Omega$ is `bhabhaShape`, $r$ is `polarRate` (a rate per angle, not per time), $\sigma(a,b)$ is `bandCrossSection a b`, and $F$ is `primitive`. Angles are real numbers in radians, and `𝓝[>] 0` means approach to zero from above. The slope is written with `deriv`, which returns zero where no derivative exists; `hasDerivAt_bandCrossSection` shows that it does exist for $0<a<b\le\pi$.

The differential cross section enters as a definition. Its derivation from the QED amplitudes, and the corrections from higher orders in $\alpha$, $Z$ exchange and the electron mass, lie between these theorems and a measured rate. Within the massless lowest-order model, the band formula gives a reference value for the integrated cross section of an event generator.

## Integration in $x=1-\cos\theta$

Since $dx=\sin\theta\,d\theta$ and $3+\cos^2\theta=4-2x+x^2$,

$$r\,d\theta=\frac{\pi}{2}\,\frac{(4-2x+x^2)^2}{x^2}\,dx
=\frac{\pi}{2}\left(\frac{16}{x^2}-\frac{16}{x}+12-4x+x^2\right)dx .$$

Integrating term by term gives $F$. On $0<\theta\le\pi$ we have $x>0$, so the integrand is continuous on the band.

## The small-angle limits

Put $x=1-\cos a$. From $\sin^2a=(1-\cos a)(1+\cos a)$,

$$\frac{x}{a^2}=\frac{(\sin a/a)^2}{1+\cos a}\to\frac12 .$$

Hence $a^2/x\to2$. Because $x\ln x\to0$,

$$a^2F(x)=\frac{\pi}{2}\left[-16\frac{a^2}{x}-16\frac{a^2}{x}\,x\ln x+a^2\left(12x-2x^2+\frac{x^3}{3}\right)\right]\to-16\pi .$$

The outer edge contributes $a^2F(1-\cos b)\to0$, so $a^2\sigma(a,b)\to16\pi$.

Moving the lower edge gives $\partial_a\sigma=-r(a)$, and

$$a^3r(a)=\frac{\pi}{2}(3+\cos^2a)^2\left(\frac{a^2}{x}\right)^2\frac{\sin a}{a}\to\frac{\pi}{2}\cdot16\cdot4=32\pi .$$

Therefore

$$\frac{a\,\partial_a\sigma}{\sigma}=-\frac{a^3r(a)}{a^2\sigma}\to-\frac{32\pi}{16\pi}=-2 .$$

For $a\ll b$, a small relative error in the inner angle thus produces about twice that relative error in $\sigma$, with opposite sign, when $b$ is held fixed. When both angles are small but comparable, the factor is instead close to $2/(1-a^2/b^2)$, which is larger than two.

For a monitor covering $a$ to $\kappa a$, both edges are small:

$$a^2\sigma(a,\kappa a)=\frac{(\kappa a)^2F(1-\cos\kappa a)}{\kappa^2}-a^2F(1-\cos a)\to-\frac{16\pi}{\kappa^2}+16\pi .$$

## The Lean file

```lean
import Mathlib

open Real Filter Topology

namespace BhabhaForward

noncomputable section

/-- Massless tree-level Bhabha cross section per solid angle, in units of `α²/s`,
at scattering angle `θ` with `cos θ ≠ 1`. -/
def bhabhaShape (θ : ℝ) : ℝ := 1 / 4 * ((3 + cos θ ^ 2) / (1 - cos θ)) ^ 2

/-- Cross section per unit polar angle, after integration over the azimuth,
for `cos θ ≠ 1`. -/
def polarRate (θ : ℝ) : ℝ := bhabhaShape θ * (2 * π * sin θ)

/-- Cross section for scattering into polar angles between `a` and `b`,
for `0 < a ≤ b ≤ π`. -/
def bandCrossSection (a b : ℝ) : ℝ := ∫ θ in a..b, polarRate θ

/-- The closed-form primitive in the variable `x = 1 - cos θ`, for `x > 0`. -/
def primitive (x : ℝ) : ℝ :=
  π / 2 * (-16 / x - 16 * log x + 12 * x - 2 * x ^ 2 + x ^ 3 / 3)

/-- Away from the forward direction, for `0 < θ ≤ π`, the quantity `1 - cos θ` is positive. -/
theorem one_sub_cos_pos {θ : ℝ} (h0 : 0 < θ) (hπ : θ ≤ π) : 0 < 1 - cos θ := by
  have h := Real.cos_lt_cos_of_nonneg_of_le_pi le_rfl hπ h0
  rw [Real.cos_zero] at h
  linarith

/-- For `0 < θ ≤ π`, the derivative of the primitive along `x = 1 - cos θ` is the
cross section per unit polar angle. -/
theorem hasDerivAt_primitive {θ : ℝ} (h0 : 0 < θ) (hπ : θ ≤ π) :
    HasDerivAt (fun t => primitive (1 - cos t)) (polarRate θ) θ := by
  -- first the derivative in x
  have hP : ∀ x : ℝ, x ≠ 0 →
      HasDerivAt primitive (π / 2 * ((3 + (1 - x) ^ 2) / x) ^ 2) x := by
    intro x hx
    have h2 : HasDerivAt (fun y : ℝ => y ^ 2) (2 * x) x := by
      simpa using hasDerivAt_pow 2 x
    have h3 : HasDerivAt (fun y : ℝ => y ^ 3) (3 * x ^ 2) x := by
      simpa using hasDerivAt_pow 3 x
    have h := ((((((hasDerivAt_inv hx).const_mul (-16)).fun_sub
      ((Real.hasDerivAt_log hx).const_mul 16)).fun_add
      ((hasDerivAt_id' x).const_mul 12)).fun_sub (h2.const_mul 2)).fun_add
      (h3.div_const 3)).const_mul (π / 2)
    have e : primitive = fun y : ℝ =>
        π / 2 * (-16 * y⁻¹ - 16 * log y + 12 * y - 2 * y ^ 2 + y ^ 3 / 3) := by
      funext y
      simp only [primitive]
      ring
    rw [e]
    refine h.congr_deriv ?_
    field_simp
    ring
  -- then the chain rule with dx = sin θ dθ
  have hc : HasDerivAt (fun t => 1 - cos t) (sin θ) θ := by
    simpa using (Real.hasDerivAt_cos θ).const_sub 1
  refine ((hP _ (one_sub_cos_pos h0 hπ).ne').comp θ hc).congr_deriv ?_
  simp only [polarRate, bhabhaShape, sub_sub_cancel]
  ring

/-- For `0 < a ≤ b ≤ π`, the cross section between the angles `a` and `b` is the
difference of the primitive at the two edges. -/
theorem bandCrossSection_eq {a b : ℝ} (ha : 0 < a) (hab : a ≤ b) (hb : b ≤ π) :
    bandCrossSection a b = primitive (1 - cos b) - primitive (1 - cos a) := by
  have hmem : ∀ θ ∈ Set.uIcc a b, 0 < θ ∧ θ ≤ π := by
    intro θ hθ
    rw [Set.uIcc_of_le hab] at hθ
    exact ⟨ha.trans_le hθ.1, hθ.2.trans hb⟩
  have hcont : ContinuousOn polarRate (Set.uIcc a b) := by
    unfold polarRate bhabhaShape
    exact (continuousOn_const.mul ((ContinuousOn.div (by fun_prop) (by fun_prop)
      fun θ hθ => (one_sub_cos_pos (hmem θ hθ).1 (hmem θ hθ).2).ne').pow 2)).mul
      (by fun_prop)
  exact intervalIntegral.integral_eq_sub_of_hasDerivAt
    (fun θ hθ => hasDerivAt_primitive (hmem θ hθ).1 (hmem θ hθ).2)
    hcont.intervalIntegrable

/-- At small angles `sin a / a` tends to `1`. -/
theorem tendsto_sin_div : Tendsto (fun a : ℝ => sin a / a) (𝓝[>] 0) (𝓝 1) := by
  have h := (Real.hasDerivAt_sin 0).tendsto_slope_zero_right
  simp only [zero_add, Real.sin_zero, sub_zero, Real.cos_zero, smul_eq_mul] at h
  refine h.congr fun a => ?_
  ring

/-- At small angles `1 - cos a` behaves as `a² / 2`. -/
theorem tendsto_one_sub_cos_div_sq :
    Tendsto (fun a : ℝ => (1 - cos a) / a ^ 2) (𝓝[>] 0) (𝓝 (1 / 2)) := by
  have hc : Tendsto (fun a : ℝ => 1 + cos a) (𝓝[>] 0) (𝓝 2) :=
    ((by fun_prop : Continuous fun a : ℝ => 1 + cos a).tendsto' 0 2
      (by rw [Real.cos_zero]; norm_num)).mono_left nhdsWithin_le_nhds
  have h := (tendsto_sin_div.pow 2).div hc two_ne_zero
  rw [one_pow] at h
  refine h.congr' ?_
  filter_upwards [Ioo_mem_nhdsGT (half_pos Real.pi_pos)] with a ha
  have h1 : 0 < cos a :=
    Real.cos_pos_of_mem_Ioo ⟨by linarith [ha.1, Real.pi_pos], ha.2⟩
  have h0 : 0 < a := ha.1
  have hd : a ^ 2 * (1 + cos a) ≠ 0 := by positivity
  change (sin a / a) ^ 2 / (1 + cos a) = (1 - cos a) / a ^ 2
  rw [div_pow, div_div, div_eq_div_iff hd (pow_ne_zero 2 h0.ne')]
  linear_combination a ^ 2 * Real.sin_sq_add_cos_sq a

/-- As `a → 0⁺`, `a²` times the primitive at the angle `a` tends to `-16π`. -/
theorem tendsto_sq_mul_primitive :
    Tendsto (fun a : ℝ => a ^ 2 * primitive (1 - cos a)) (𝓝[>] 0) (𝓝 (-(16 * π))) := by
  have hx : Tendsto (fun a : ℝ => 1 - cos a) (𝓝[>] 0) (𝓝 0) :=
    ((by fun_prop : Continuous fun a : ℝ => 1 - cos a).tendsto' 0 0
      (by simp)).mono_left nhdsWithin_le_nhds
  -- the logarithm is harmless because x log x → 0
  have hl : Tendsto (fun a : ℝ => (1 - cos a) * log (1 - cos a)) (𝓝[>] 0) (𝓝 0) :=
    (Real.continuous_mul_log.tendsto' 0 0 (by simp)).comp hx
  have hp : Tendsto (fun a : ℝ => a ^ 2 * (12 * (1 - cos a) - 2 * (1 - cos a) ^ 2
      + (1 - cos a) ^ 3 / 3)) (𝓝[>] 0) (𝓝 0) :=
    ((by fun_prop : Continuous fun a : ℝ => a ^ 2 * (12 * (1 - cos a)
      - 2 * (1 - cos a) ^ 2 + (1 - cos a) ^ 3 / 3)).tendsto' 0 0
      (by simp)).mono_left nhdsWithin_le_nhds
  have hq := tendsto_one_sub_cos_div_sq.inv₀ (by norm_num)
  have h := (((hq.const_mul (-16)).sub ((hq.mul hl).const_mul 16)).add hp).const_mul (π / 2)
  have e : π / 2 * (-16 * (1 / 2 : ℝ)⁻¹ - 16 * ((1 / 2 : ℝ)⁻¹ * 0) + 0) = -(16 * π) := by
    ring
  rw [e] at h
  have key : ∀ a x L : ℝ, x ≠ 0 →
      π / 2 * (-16 * (x / a ^ 2)⁻¹ - 16 * ((x / a ^ 2)⁻¹ * (x * L))
        + a ^ 2 * (12 * x - 2 * x ^ 2 + x ^ 3 / 3))
      = a ^ 2 * (π / 2 * (-16 / x - 16 * L + 12 * x - 2 * x ^ 2 + x ^ 3 / 3)) := by
    intro a x L hx
    have h1 : a ^ 2 / x * (x * L) = a ^ 2 * L := by field_simp
    rw [inv_div, h1]
    ring
  refine h.congr' ?_
  filter_upwards [Ioo_mem_nhdsGT Real.pi_pos] with a ha
  exact key a _ _ (one_sub_cos_pos ha.1 ha.2.le).ne'

/-- For a fixed outer angle `0 < b ≤ π`, the cross section beyond a small inner angle `a`
grows as `16π / a²`, in units of `α²/s`. -/
theorem tendsto_sq_mul_bandCrossSection {b : ℝ} (h0 : 0 < b) (hb : b ≤ π) :
    Tendsto (fun a => a ^ 2 * bandCrossSection a b) (𝓝[>] 0) (𝓝 (16 * π)) := by
  have h1 : Tendsto (fun a : ℝ => a ^ 2 * primitive (1 - cos b)) (𝓝[>] 0) (𝓝 0) :=
    ((by fun_prop : Continuous fun a : ℝ => a ^ 2 * primitive (1 - cos b)).tendsto' 0 0
      (by simp)).mono_left nhdsWithin_le_nhds
  have h := h1.sub tendsto_sq_mul_primitive
  rw [zero_sub, neg_neg] at h
  refine h.congr' ?_
  filter_upwards [Ioo_mem_nhdsGT h0] with a ha
  rw [bandCrossSection_eq ha.1 ha.2.le hb]
  ring

/-- For `0 < a < b ≤ π`, raising the inner angle `a` lowers the cross section at the
rate given by the cross section per unit polar angle at `a`. -/
theorem hasDerivAt_bandCrossSection {a b : ℝ} (ha : 0 < a) (hab : a < b) (hb : b ≤ π) :
    HasDerivAt (fun t => bandCrossSection t b) (-polarRate a) a := by
  have h := (hasDerivAt_primitive ha (hab.le.trans hb)).const_sub (primitive (1 - cos b))
  refine h.congr_of_eventuallyEq ?_
  filter_upwards [Ioo_mem_nhds ha hab] with t ht
  exact bandCrossSection_eq ht.1 ht.2.le hb

/-- For a fixed outer angle `0 < b ≤ π`, the logarithmic slope of the cross section in the
inner angle `a` tends to `-2` as `a → 0⁺`. -/
theorem tendsto_logSlope {b : ℝ} (h0 : 0 < b) (hb : b ≤ π) :
    Tendsto (fun a => a * deriv (fun t => bandCrossSection t b) a / bandCrossSection a b)
      (𝓝[>] 0) (𝓝 (-2)) := by
  -- the rate at the inner edge grows as 32π / a³
  have hr : Tendsto (fun a => a ^ 3 * polarRate a) (𝓝[>] 0) (𝓝 (32 * π)) := by
    have hN : Tendsto (fun a : ℝ => (3 + cos a ^ 2) ^ 2) (𝓝[>] 0) (𝓝 16) :=
      ((by fun_prop : Continuous fun a : ℝ => (3 + cos a ^ 2) ^ 2).tendsto' 0 16
        (by rw [Real.cos_zero]; norm_num)).mono_left nhdsWithin_le_nhds
    have hq := tendsto_one_sub_cos_div_sq.inv₀ (by norm_num)
    have h := ((hN.mul (hq.pow 2)).mul tendsto_sin_div).const_mul (π / 2)
    have e : π / 2 * (16 * (1 / 2 : ℝ)⁻¹ ^ 2 * 1) = 32 * π := by ring
    rw [e] at h
    refine h.congr' ?_
    filter_upwards [self_mem_nhdsWithin] with a ha
    have ha0 : a ≠ 0 := ne_of_gt ha
    have e4 : a ^ 4 * a⁻¹ = a ^ 3 := by field_simp
    simp only [polarRate, bhabhaShape, inv_div]
    linear_combination
      (π / 2 * (3 + cos a ^ 2) ^ 2 * (1 - cos a)⁻¹ ^ 2 * sin a) * e4
  have h := (hr.div (tendsto_sq_mul_bandCrossSection h0 hb)
    (mul_ne_zero (by norm_num) Real.pi_ne_zero)).neg
  have e : -(32 * π / (16 * π)) = -2 := by
    rw [mul_div_mul_right _ _ Real.pi_ne_zero]
    norm_num
  rw [e] at h
  refine h.congr' ?_
  filter_upwards [Ioo_mem_nhdsGT h0] with a ha
  rw [(hasDerivAt_bandCrossSection ha.1 ha.2 hb).deriv]
  change -(a ^ 3 * polarRate a / (a ^ 2 * bandCrossSection a b)) = _
  rw [show a ^ 3 * polarRate a = a ^ 2 * (a * polarRate a) by ring,
    mul_div_mul_left _ _ (pow_ne_zero 2 ha.1.ne')]
  ring

/-- A forward luminosity monitor covering the angles from `a` to `κ a`, with fixed `κ > 1`,
sees a cross section that grows as `16π (1 - 1/κ²) / a²` when `a → 0⁺`. -/
theorem tendsto_luminosityMonitor {κ : ℝ} (hκ : 1 < κ) :
    Tendsto (fun a => a ^ 2 * bandCrossSection a (κ * a)) (𝓝[>] 0)
      (𝓝 (16 * π * (1 - 1 / κ ^ 2))) := by
  have hκ0 : 0 < κ := by linarith
  have hk : Tendsto (fun a : ℝ => κ * a) (𝓝[>] 0) (𝓝[>] 0) := by
    refine tendsto_nhdsWithin_iff.mpr ⟨((by fun_prop : Continuous fun a : ℝ => κ * a).tendsto'
      0 0 (by simp)).mono_left nhdsWithin_le_nhds, ?_⟩
    filter_upwards [self_mem_nhdsWithin] with a ha
    exact mul_pos hκ0 ha
  -- both edges obey the same small-angle law, the outer one with a replaced by κ a
  have h := ((tendsto_sq_mul_primitive.comp hk).const_mul (1 / κ ^ 2)).sub
    tendsto_sq_mul_primitive
  have e : 1 / κ ^ 2 * -(16 * π) - -(16 * π) = 16 * π * (1 - 1 / κ ^ 2) := by ring
  rw [e] at h
  refine h.congr' ?_
  filter_upwards [Ioo_mem_nhdsGT (div_pos Real.pi_pos hκ0)] with a ha
  have h1 : a * κ < π := (lt_div_iff₀ hκ0).mp ha.2
  have h2 : a ≤ κ * a := by nlinarith [ha.1]
  have h3 : 1 / κ ^ 2 * (κ * a) ^ 2 = a ^ 2 := by field_simp
  rw [bandCrossSection_eq ha.1 h2 (by linarith)]
  change 1 / κ ^ 2 * ((κ * a) ^ 2 * primitive (1 - cos (κ * a)))
    - a ^ 2 * primitive (1 - cos a) = _
  linear_combination primitive (1 - cos (κ * a)) * h3

end

end BhabhaForward
```

```lean
#print axioms BhabhaForward.tendsto_sq_mul_bandCrossSection
#print axioms BhabhaForward.tendsto_logSlope
#print axioms BhabhaForward.tendsto_luminosityMonitor
```

```
'BhabhaForward.tendsto_sq_mul_bandCrossSection' depends on axioms: [propext, Classical.choice, Quot.sound]
'BhabhaForward.tendsto_logSlope' depends on axioms: [propext, Classical.choice, Quot.sound]
'BhabhaForward.tendsto_luminosityMonitor' depends on axioms: [propext, Classical.choice, Quot.sound]
```

## From the primitive to the limits in Lean

`one_sub_cos_pos` gets $x>0$ from the strict decrease of cosine on $[0,\pi]$. `hasDerivAt_primitive` differentiates $F$ in $x$, where `field_simp` and `ring` check the expansion above, and then applies the chain rule. `bandCrossSection_eq` adds continuity of the integrand and the fundamental theorem of calculus.

`tendsto_sin_div` reads $\sin a/a\to1$ as the slope of sine at zero, and `tendsto_one_sub_cos_div_sq` uses the identity for $\sin^2a$. `tendsto_sq_mul_primitive` combines the three limits in the bracket. In these proofs `congr'` replaces a function by one that agrees with it for small positive $a$; `filter_upwards` supplies the range of angles.

`tendsto_sq_mul_bandCrossSection` then adds the vanishing outer term. `hasDerivAt_bandCrossSection` differentiates the closed form, which is valid throughout a neighbourhood of $a$. `tendsto_logSlope` proves the $32\pi$ limit internally as `hr` and divides. `tendsto_luminosityMonitor` uses the limit for $F$ twice, once with $a$ replaced by $\kappa a$, for $a$ small enough that $\kappa a<\pi$.
